# Microstates of N orbitals with p doubly and u singly occupied: C(N,p) C(N−p,u) 2^u

Take two spatial orbitals, $0$ and $1$, and ask for one of them to be doubly occupied and the other singly occupied. There are two choices for the doubly occupied orbital. The other orbital is then the open shell, and its electron has spin up or spin down. This gives $2\cdot 1\cdot 2=4$ microstates:

| orbital 0 | orbital 1 |
|---|---|
| ↑↓ | ↑ |
| ↑↓ | ↓ |
| ↑ | ↑↓ |
| ↓ | ↑↓ |

The general count has the same three factors: choose the closed orbitals, choose the open ones among those that remain, and assign a spin to each open shell.

## The count and its two variants

Let $N$ be the number of spatial orbitals. A microstate $s$ is a set of occupied spin orbitals $(i,\sigma)$, where $i$ labels the spatial orbital and $\sigma$ is $\uparrow$ or $\downarrow$. Write $D(s)$ for the set of orbitals holding both spins and $U(s)$ for the set holding exactly one electron. An open shell here means a single orbital in $U(s)$, not a partly filled atomic subshell. For all natural numbers $N$, $p$ and $u$,

$$
\#\{s : |D(s)|=p,\ |U(s)|=u\}=\binom{N}{p}\binom{N-p}{u}2^u .
$$

The same number counts the microstates with $2p+u$ electrons and $u$ open shells. If the electron number is left free, the microstates with $u$ open shells number $\binom{N}{u}2^N$.

## Sizing and checking a determinant list

A configuration-interaction code may store a Slater determinant as two bit strings of length $N$, one for each spin. The bitwise AND of the two strings then marks the doubly occupied orbitals, and the XOR marks the open shells. If the code groups determinants by open-shell count, the formula gives the length of each group before any determinant is generated, provided that the electron number is fixed and the list keeps every determinant with that number, with no selection by excitation level, spatial symmetry or spin projection. After the enumeration, the same number can be compared with the length of the list.

For two electrons in five orbitals, as in a $d^2$ configuration, there are 40 microstates with two open shells ($p=0$, $u=2$) and 5 with none ($p=1$, $u=0$). Together they make up all $\binom{10}{2}=45$ ways to place two electrons in ten spin orbitals.

## Closed orbitals, open orbitals, spins

**Both sets prescribed.** Fix disjoint sets of orbitals $D$ and $U$, and consider the microstates with $D(s)=D$ and $U(s)=U$. The orbitals in $D$ are full and those outside $D\cup U$ are empty, so the only freedom is the spin in each open shell. Record it by the set

$$
A=\{i\in U : (i,\uparrow)\in s\}.
$$

Conversely, given any $A\subseteq U$, fill both spin orbitals of each $i\in D$, the spin-up orbital of each $i\in A$, and the spin-down orbital of each $i\in U\setminus A$. Because $D$ and $U$ are disjoint, these instructions never conflict, and the resulting microstate has the prescribed sets. The two constructions undo each other, so the microstates correspond one to one to the subsets of $U$, and there are $2^{|U|}$ of them.

Disjointness is needed here. With one orbital and $D=U=\{0\}$, the orbital would have to be doubly and singly occupied at once. No microstate does that, whereas $2^{|U|}$ equals 2.

**Only the closed set prescribed.** Fix $D$ and require $u$ open shells. No orbital is both doubly and singly occupied, so $U(s)$ is a $u$-element subset of the complement of $D$. That complement has $N-|D|$ elements. Summing the previous result over the possible sets gives

$$
\sum_{\substack{U\subseteq D^c\\ |U|=u}}2^{|U|}
=\binom{N-|D|}{u}2^u .
$$

**Only the numbers prescribed.** Each microstate with $p$ doubly occupied orbitals has exactly one set $D(s)$, and there are $\binom{N}{p}$ candidates for it. Each contributes the same number, so

$$
\sum_{|D|=p}\binom{N-|D|}{u}2^u
=\binom{N}{p}\binom{N-p}{u}2^u .
$$

**Electron number prescribed.** An empty orbital contributes 0 electrons, an open one 1 and a closed one 2. Adding over the orbitals gives

$$
|s|=2|D(s)|+|U(s)|.
$$

If $|U(s)|=u$, then $|s|=2p+u$ holds exactly when $|D(s)|=p$. The two descriptions therefore select the same microstates.

**Electron number free.** Fix the open set $U$ and choose the set $A$ of all orbitals with an occupied spin-up orbital. Now $A$ may be any subset of the $N$ orbitals, not only of $U$. An orbital is open exactly when its spin-up and spin-down occupations differ, so the spin-down set must be the symmetric difference of $A$ and $U$. Each $A$ gives one microstate, hence $2^N$ for each $U$. There are $\binom{N}{u}$ sets $U$ of size $u$, which gives $\binom{N}{u}2^N$.

## The Lean file

```lean
import Mathlib

open Finset

namespace OpenShellCounting

/-- A microstate of `N` spatial orbitals: the set of its occupied spin orbitals,
where `true` labels spin up and `false` spin down. -/
abbrev Microstate (N : ℕ) := Finset (Fin N × Bool)

variable {N : ℕ}

/-- The orbitals that hold both a spin-up and a spin-down electron. -/
def doublyOcc (s : Microstate N) : Finset (Fin N) :=
  univ.filter fun i => (i, true) ∈ s ∧ (i, false) ∈ s

/-- The open shells: orbitals that hold exactly one electron. -/
def singlyOcc (s : Microstate N) : Finset (Fin N) :=
  univ.filter fun i => ¬((i, true) ∈ s ↔ (i, false) ∈ s)

/-- An orbital is doubly occupied when both of its spin orbitals are filled. -/
theorem mem_doublyOcc {s : Microstate N} {i : Fin N} :
    i ∈ doublyOcc s ↔ (i, true) ∈ s ∧ (i, false) ∈ s := by
  simp [doublyOcc]

/-- An orbital is singly occupied when its two spin orbitals differ in occupation. -/
theorem mem_singlyOcc {s : Microstate N} {i : Fin N} :
    i ∈ singlyOcc s ↔ ¬((i, true) ∈ s ↔ (i, false) ∈ s) := by
  simp only [singlyOcc, mem_filter, mem_univ, true_and]

/-- The electron number is twice the number of doubly occupied orbitals plus the
number of singly occupied ones. -/
theorem electron_number (s : Microstate N) :
    s.card = 2 * #(doublyOcc s) + #(singlyOcc s) := by
  have h : s.card = ∑ x : Fin N × Bool, if x ∈ s then 1 else 0 := by simp
  unfold doublyOcc singlyOcc
  rw [card_filter, card_filter, mul_sum, ← sum_add_distrib, h, Fintype.sum_prod_type]
  -- compare the two sides orbital by orbital
  refine sum_congr rfl fun i _ => ?_
  rw [Fintype.sum_bool]
  by_cases h1 : (i, true) ∈ s <;> by_cases h2 : (i, false) ∈ s <;> simp [h1, h2]

/-- With disjoint sets `D` of doubly occupied and `U` of singly occupied orbitals prescribed, there
are `2 ^ |U|` microstates. -/
theorem card_fixed_shells (D U : Finset (Fin N)) (h : Disjoint D U) :
    #{s : Microstate N | doublyOcc s = D ∧ singlyOcc s = U} = 2 ^ U.card := by
  rw [← card_powerset]
  -- a microstate corresponds to the set of open shells with spin up
  refine card_bij' (fun s _ => U.filter fun i => (i, true) ∈ s)
    (fun A _ => univ.filter fun x : Fin N × Bool =>
      x.1 ∈ D ∨ (x.1 ∈ U ∧ (x.2 = true ↔ x.1 ∈ A))) ?_ ?_ ?_ ?_
  · intro s _
    exact mem_powerset.2 (filter_subset _ _)
  · intro A _
    refine mem_filter.2 ⟨mem_univ _, ?_, ?_⟩
    · ext i
      have hd : i ∈ D → i ∉ U := fun a b => disjoint_left.1 h a b
      simp only [mem_doublyOcc, mem_filter, mem_univ, true_and, true_iff,
        Bool.false_eq_true, false_iff]
      tauto
    · ext i
      have hd : i ∈ D → i ∉ U := fun a b => disjoint_left.1 h a b
      simp only [mem_singlyOcc, mem_filter, mem_univ, true_and, true_iff,
        Bool.false_eq_true, false_iff]
      tauto
  · intro s hs
    obtain ⟨hD, hU⟩ := (mem_filter.1 hs).2
    ext ⟨i, b⟩
    have d : i ∈ D ↔ (i, true) ∈ s ∧ (i, false) ∈ s := by
      rw [← hD]; exact mem_doublyOcc
    have u : i ∈ U ↔ ¬((i, true) ∈ s ↔ (i, false) ∈ s) := by
      rw [← hU]; exact mem_singlyOcc
    by_cases h1 : (i, true) ∈ s <;> by_cases h2 : (i, false) ∈ s <;>
      cases b <;> simp [d, u, h1, h2]
  · intro A hA
    ext i
    have hd : i ∈ D → i ∉ U := fun a b => disjoint_left.1 h a b
    have ha : i ∈ A → i ∈ U := fun a => mem_powerset.1 hA a
    simp only [mem_filter, mem_univ, true_and, true_iff]
    tauto

/-- With the doubly occupied orbitals `D` prescribed, the microstates with `u` open
shells number `C(N - |D|, u) 2 ^ u`. -/
theorem card_fixed_closed (D : Finset (Fin N)) (u : ℕ) :
    #{s : Microstate N | doublyOcc s = D ∧ #(singlyOcc s) = u}
      = (N - D.card).choose u * 2 ^ u := by
  -- sort by the set of open shells, which avoids `D`
  rw [card_eq_sum_card_fiberwise (f := singlyOcc) (t := powersetCard u Dᶜ)]
  · refine (sum_const_nat (m := 2 ^ u) fun U hU => ?_).trans ?_
    · obtain ⟨hUD, hc⟩ := mem_powersetCard.1 hU
      have hdis : Disjoint D U :=
        disjoint_left.2 fun i hi hiU => mem_compl.1 (hUD hiU) hi
      rw [← hc, ← card_fixed_shells D U hdis]
      congr 1
      ext s
      simp only [mem_filter, mem_univ, true_and]
      constructor
      · rintro ⟨⟨a, _⟩, b⟩
        exact ⟨a, b⟩
      · rintro ⟨a, b⟩
        exact ⟨⟨a, by rw [b]⟩, b⟩
    · rw [card_powersetCard, card_compl, Fintype.card_fin]
  · intro s hs
    have hs' := (mem_filter.1 (mem_coe.1 hs)).2
    refine mem_coe.2 (mem_powersetCard.2 ⟨fun i hi => mem_compl.2 fun hd => ?_, hs'.2⟩)
    rw [← hs'.1, mem_doublyOcc] at hd
    rw [mem_singlyOcc] at hi
    tauto

/-- The microstates of `N` orbitals with exactly `p` doubly occupied and `u` singly
occupied orbitals number `C(N, p) C(N - p, u) 2 ^ u`. -/
theorem card_microstates (N p u : ℕ) :
    #{s : Microstate N | #(doublyOcc s) = p ∧ #(singlyOcc s) = u}
      = N.choose p * (N - p).choose u * 2 ^ u := by
  -- sort by the set of doubly occupied orbitals
  rw [card_eq_sum_card_fiberwise (f := doublyOcc) (t := powersetCard p univ)]
  · refine (sum_const_nat (m := (N - p).choose u * 2 ^ u) fun D hD => ?_).trans ?_
    · have hc := (mem_powersetCard.1 hD).2
      rw [← hc, ← card_fixed_closed D u]
      congr 1
      ext s
      simp only [mem_filter, mem_univ, true_and]
      constructor
      · rintro ⟨⟨_, a⟩, b⟩
        exact ⟨b, a⟩
      · rintro ⟨b, a⟩
        exact ⟨⟨by rw [b], a⟩, b⟩
    · rw [card_powersetCard, card_univ, Fintype.card_fin, mul_assoc]
  · intro s hs
    have hs' := (mem_filter.1 (mem_coe.1 hs)).2
    exact mem_coe.2 (mem_powersetCard.2 ⟨subset_univ _, hs'.1⟩)

/-- The microstates of `2p + u` electrons in `N` orbitals with exactly `u` open
shells number `C(N, p) C(N - p, u) 2 ^ u`. -/
theorem card_by_electron_number (N p u : ℕ) :
    #{s : Microstate N | s.card = 2 * p + u ∧ #(singlyOcc s) = u}
      = N.choose p * (N - p).choose u * 2 ^ u := by
  rw [← card_microstates N p u]
  congr 1
  ext s
  have he := electron_number s
  simp only [mem_filter, mem_univ, true_and]
  constructor <;> rintro ⟨a, b⟩ <;> constructor <;> omega

/-- Two electrons in five orbitals have 40 microstates with two open shells and 5
with none. -/
theorem two_electrons_five_orbitals :
    #{s : Microstate 5 | s.card = 2 * 0 + 2 ∧ #(singlyOcc s) = 2} = 40 ∧
    #{s : Microstate 5 | s.card = 2 * 1 + 0 ∧ #(singlyOcc s) = 0} = 5 :=
  ⟨(card_by_electron_number 5 0 2).trans (by decide),
    (card_by_electron_number 5 1 0).trans (by decide)⟩

/-- With the electron number left free, the microstates of `N` orbitals with exactly
`u` open shells number `C(N, u) 2 ^ N`. -/
theorem card_by_open_shells (N u : ℕ) :
    #{s : Microstate N | #(singlyOcc s) = u} = N.choose u * 2 ^ N := by
  rw [card_eq_sum_card_fiberwise (f := singlyOcc) (t := powersetCard u univ)]
  · refine (sum_const_nat (m := 2 ^ N) fun U hU => ?_).trans ?_
    · have hc := (mem_powersetCard.1 hU).2
      have hN : 2 ^ N = #(univ : Finset (Fin N)).powerset := by
        rw [card_powerset, card_univ, Fintype.card_fin]
      rw [hN]
      -- the spin-up occupation is free and, given `U`, fixes the spin-down one
      refine card_bij' (fun s _ => univ.filter fun i => (i, true) ∈ s)
        (fun A _ => univ.filter fun x : Fin N × Bool =>
          (x.2 = true ∧ x.1 ∈ A) ∨ (x.2 = false ∧ ¬(x.1 ∈ A ↔ x.1 ∈ U))) ?_ ?_ ?_ ?_
      · intro s _
        exact mem_powerset.2 (subset_univ _)
      · intro A _
        have hs : singlyOcc (univ.filter fun x : Fin N × Bool =>
            (x.2 = true ∧ x.1 ∈ A) ∨ (x.2 = false ∧ ¬(x.1 ∈ A ↔ x.1 ∈ U))) = U := by
          ext i
          rw [mem_singlyOcc]
          by_cases h1 : i ∈ A <;> by_cases h2 : i ∈ U <;> simp [h1, h2]
        exact mem_filter.2 ⟨mem_filter.2 ⟨mem_univ _, by rw [hs, hc]⟩, hs⟩
      · intro s hs
        have hU' := (mem_filter.1 hs).2
        ext ⟨i, b⟩
        have u' : i ∈ U ↔ ¬((i, true) ∈ s ↔ (i, false) ∈ s) := by
          rw [← hU']; exact mem_singlyOcc
        by_cases h1 : (i, true) ∈ s <;> by_cases h2 : (i, false) ∈ s <;>
          cases b <;> simp [u', h1, h2]
      · intro A _
        ext i
        simp
    · rw [card_powersetCard, card_univ, Fintype.card_fin]
  · intro s hs
    exact mem_coe.2 (mem_powersetCard.2
      ⟨subset_univ _, (mem_filter.1 (mem_coe.1 hs)).2⟩)

end OpenShellCounting
```

```lean
#print axioms OpenShellCounting.card_microstates
#print axioms OpenShellCounting.two_electrons_five_orbitals
#print axioms OpenShellCounting.card_by_open_shells
```

```
'OpenShellCounting.card_microstates' depends on axioms: [propext, Classical.choice, Quot.sound]
'OpenShellCounting.two_electrons_five_orbitals' depends on axioms: [propext, Classical.choice, Quot.sound]
'OpenShellCounting.card_by_open_shells' depends on axioms: [propext, Classical.choice, Quot.sound]
```

## Occupied sets and open shells as Lean objects

`Microstate N` is `Finset (Fin N × Bool)`. The orbitals are numbered from $0$ to $N-1$; `true` means spin up and `false` means spin down. A set either contains a spin orbital or does not, so the Pauli principle is built into the type. The order of the electrons is absent as well, which suits the counting of determinants without regard to sign.

`doublyOcc s` is the set called $D(s)$ above, and `singlyOcc s` is $U(s)$. The condition in `singlyOcc` is a negated equivalence, the logical form of XOR. The symbol `#` denotes the number of elements of a finite set. In words, `card_microstates` says that among all sets of spin orbitals, those whose `doublyOcc` has $p$ elements and whose `singlyOcc` has $u$ elements number $\binom{N}{p}\binom{N-p}{u}2^u$.

The theorem has no hypotheses on $N$, $p$ or $u$. Subtraction of natural numbers in Lean stops at zero, but this does no harm for $p>N$, because the factor $\binom{N}{p}$ is then zero. The disjointness assumption appears only in `card_fixed_shells`, and `card_fixed_closed` proves it for every pair of sets to which it applies that lemma.

## How the sums and bijections are checked

The lemmas `mem_doublyOcc` and `mem_singlyOcc` turn membership in the two orbital sets into statements about occupied spin orbitals. `electron_number` writes both sides as sums over orbitals and compares the summands in the four possible occupations of one orbital.

`card_fixed_shells` uses `card_bij'`, which takes the two maps of the derivation and leaves four obligations. The first two say that each map lands in the right set; the last two say that the maps are inverse to each other. Disjointness enters where the constructed microstate is shown to have closed set `D` and open set `U`, and again where `A` is recovered from it.

The next two theorems are the two summations. `card_eq_sum_card_fiberwise` sorts the microstates by their open set in `card_fixed_closed` and by their closed set in `card_microstates`. Then `sum_const_nat` uses the fact that all the groups have the same size, and `card_powersetCard` counts the groups. The final bullet of each proof confirms that every microstate belongs to one of the groups in the sum.

`card_by_electron_number` shows that its condition and that of `card_microstates` select the same sets, with `omega` handling the linear arithmetic. `two_electrons_five_orbitals` specialises this result, and `decide` evaluates only the remaining binomial expressions; the microstates themselves are not enumerated. `card_by_open_shells` combines sorting by the open set with a second bijection, in which the spin-up set is free and determines the spin-down set.

## All spin projections, no spin coupling

The factor $2^u$ includes every spin projection $M_S$. A code that keeps a single value of $M_S$ needs a different count when $u>0$: two open shells have four spin assignments, but only two of them have $M_S=0$. The objects counted are determinants, not spin eigenfunctions or spectroscopic terms. Configuration state functions of all total spins $S$ and all $M_S$ together are equally numerous, because they span the same space, but the formula does not sort them by $S$.

No Hamiltonian appears in the file. The orbitals carry no energies, symmetry labels or angular momenta, and the count is the same whether or not the electrons interact. It says nothing about which determinants matter in a given state. The theorems also concern the mathematical sets, not a particular program: an enumeration whose length agrees with the formula could still contain one determinant twice and omit another.
